# The thermal displacement variance of a harmonic mode exceeds its classical value by less than $1/(12T)$ in units $\hbar = k_B = m = 1$

In a special displacement calculation of electron-phonon effects, the nuclei are moved along each normal mode by plus or minus the root-mean-square thermal displacement of that mode, and the electronic structure is computed at the displaced geometry. Each amplitude therefore needs a variance $s$, which depends on the mode frequency $w$ and the temperature $T$. At high temperature the classical variance $T/w^2$ is a natural approximation. For a single harmonic mode with $w, T > 0$, the error of that approximation is bounded by

$$\frac{T}{w^2} < s < \frac{T}{w^2} + \frac{1}{12T}.$$

The units are $\hbar = k_B = 1$ with unit mass, as for mass-weighted normal coordinates. With the constants restored, the correction $1/(12T)$ reads $\hbar^2/(12\,m\,k_B T)$.

In Lean 4 with Mathlib:

```lean
import Mathlib

open Real

namespace ThermalDisplacement

noncomputable section
```

## Level values and their Boltzmann average

The $n$-th level of the oscillator, $n = 0, 1, 2, \dots$, has energy $E_n = w(n+\tfrac12)$. By the virial theorem half of this is potential energy, so $\tfrac12 w^2 \langle x^2\rangle_n = \tfrac12 w (n+\tfrac12)$, and

$$\langle x^2\rangle_n = \frac{n+\frac12}{w}.$$

The mean displacement vanishes in every level by symmetry, so the mean square displacement is also the variance. The code takes this level value as a definition; it does not derive it from a Hamiltonian.

```lean
/-- Mean square displacement `(n + 1/2)/w` in the `n`-th level of an oscillator of
frequency `w`, with unit mass and `ħ = 1`. -/
def levelVariance (w : ℝ) (n : ℕ) : ℝ := (n + 1 / 2) / w
```

The energies enter in the same way, through the Boltzmann weight $p_n = e^{-E_n/T}$, which is not normalised.

```lean
/-- Boltzmann weight of the `n`-th level, of energy `w (n + 1/2)`, at temperature `T`
with `k_B = 1`. -/
def boltzmannWeight (w T : ℝ) (n : ℕ) : ℝ := Real.exp (-(w * (n + 1 / 2)) / T)
```

The thermal variance is the weighted average over all levels,

$$s = \frac{\sum_n p_n \langle x^2\rangle_n}{\sum_n p_n},$$

where the denominator is the partition function. In `thermalVariance` both sums are infinite sums over the natural numbers, written `∑'`. The hyperbolic cotangent does not appear in the definition and has to be derived.

```lean
/-- Thermal displacement variance: the Boltzmann average of the mean square displacement
over all oscillator levels. -/
def thermalVariance (w T : ℝ) : ℝ :=
  (∑' n, boltzmannWeight w T n * levelVariance w n) / ∑' n, boltzmannWeight w T n
```

## Summing the levels gives the hyperbolic cotangent

Let $x = w/(2T)$ and $a = e^{-x}$, so that $0 < a < 1$. Then $p_n = a\,(a^2)^n$, a geometric sequence with ratio $a^2 = e^{-w/T}$. The two sums needed are

$$\sum_n (a^2)^n = \frac{1}{1-a^2}, \qquad \sum_n n\,(a^2)^n = \frac{a^2}{(1-a^2)^2}.$$

The partition function is $a/(1-a^2)$, and the numerator is

$$\frac{a}{w}\,\frac{a^2}{(1-a^2)^2} + \frac{a}{2w}\,\frac{1}{1-a^2}.$$

Their quotient is

$$s = \frac1w\left(\frac{a^2}{1-a^2} + \frac12\right) = \frac{1}{2w}\,\frac{1+a^2}{1-a^2}.$$

Since $\cosh x = (1+a^2)/(2a)$ and $\sinh x = (1-a^2)/(2a)$, this is $s = \coth(x)/(2w)$. The theorem writes the cotangent as `Real.cosh` divided by `Real.sinh`.

In the proof, `hq` puts the weights in geometric form, and `hZ` and `hN` establish the convergence and the values of the denominator and the numerator. The identities `hc` and `hs` express the hyperbolic functions through $a$, after which the claim is algebra.

```lean
/-- The thermal displacement variance equals `coth (w/(2T)) / (2w)`. -/
theorem thermalVariance_eq_coth {w T : ℝ} (hw : 0 < w) (hT : 0 < T) :
    thermalVariance w T = Real.cosh (w / (2 * T)) / Real.sinh (w / (2 * T)) / (2 * w) := by
  obtain ⟨a, ha⟩ : ∃ a, a = Real.exp (-(w / (2 * T))) := ⟨_, rfl⟩
  have hx : 0 < w / (2 * T) := by positivity
  have ha0 : 0 < a := by rw [ha]; exact Real.exp_pos _
  have ha1 : a < 1 := by rw [ha]; exact Real.exp_lt_one_iff.2 (neg_lt_zero.2 hx)
  have hq1 : a ^ 2 < 1 := by nlinarith
  have hne : 1 - a ^ 2 ≠ 0 := by linarith
  -- the weights form a geometric sequence with ratio `a ^ 2 = exp (-w/T)`
  have hq : ∀ n, boltzmannWeight w T n = a * (a ^ 2) ^ n := by
    intro n
    rw [boltzmannWeight, ha, ← pow_mul, ← Real.exp_nat_mul, ← Real.exp_add]
    congr 1
    push_cast
    field_simp
    ring
  have h1 := hasSum_geometric_of_lt_one (sq_nonneg a) hq1
  have h2 : HasSum (fun n : ℕ => (n : ℝ) * (a ^ 2) ^ n) (a ^ 2 / (1 - a ^ 2) ^ 2) :=
    hasSum_coe_mul_geometric_of_norm_lt_one
      (by rw [Real.norm_of_nonneg (sq_nonneg a)]; exact hq1)
  have hZ : HasSum (fun n => boltzmannWeight w T n) (a * (1 - a ^ 2)⁻¹) := by
    simpa only [hq] using h1.mul_left a
  have hN : HasSum (fun n => boltzmannWeight w T n * levelVariance w n)
      (a / w * (a ^ 2 / (1 - a ^ 2) ^ 2) + a / (2 * w) * (1 - a ^ 2)⁻¹) := by
    have e : (fun n => boltzmannWeight w T n * levelVariance w n) =
        fun n : ℕ => a / w * ((n : ℝ) * (a ^ 2) ^ n) + a / (2 * w) * (a ^ 2) ^ n := by
      funext n
      simp only [hq, levelVariance]
      ring
    rw [e]
    exact (h2.mul_left (a / w)).add (h1.mul_left (a / (2 * w)))
  have he : Real.exp (w / (2 * T)) = a⁻¹ := by rw [ha, Real.exp_neg, inv_inv]
  have hc : Real.cosh (w / (2 * T)) = (1 + a ^ 2) / (2 * a) := by
    rw [Real.cosh_eq, he, ← ha]
    field_simp
  have hs : Real.sinh (w / (2 * T)) = (1 - a ^ 2) / (2 * a) := by
    rw [Real.sinh_eq, he, ← ha]
    field_simp
  rw [thermalVariance, hN.tsum_eq, hZ.tsum_eq, hc, hs]
  field_simp
  ring
```

## Positivity from a positive derivative

What remains is to bound $\coth x$ for $x > 0$. The tool is elementary: if $f$ is differentiable on the whole real line, $f(0) = 0$, and $f'(x) > 0$ for all $x > 0$, then $f$ is strictly increasing on $[0,\infty)$, and so $f(x) > f(0) = 0$ for $x > 0$. The functions to which this is applied below are differentiable at every real point.

```lean
/-- A function that is differentiable on the whole real line, vanishes at zero and has positive
derivative on the positive axis is positive on the positive axis. -/
theorem pos_of_deriv_pos {f f' : ℝ → ℝ} (h : ∀ x, HasDerivAt f (f' x) x) (h0 : f 0 = 0)
    (hp : ∀ x, 0 < x → 0 < f' x) {x : ℝ} (hx : 0 < x) : 0 < f x := by
  have hm : StrictMonoOn f (Set.Ici 0) :=
    strictMonoOn_of_deriv_pos (convex_Ici 0)
      (fun y _ => (h y).continuousAt.continuousWithinAt)
      (fun y hy => by
        rw [interior_Ici] at hy
        rw [(h y).deriv]
        exact hp y hy)
  have h3 := hm (Set.mem_Ici.2 le_rfl) (Set.mem_Ici.2 hx.le) hx
  rwa [h0] at h3
```

## Three bounds on the hyperbolic cotangent

The series of $\coth x$ about zero begins $1/x + x/3 - x^3/45$. To turn these terms into inequalities valid for every $x > 0$, clear the denominators and consider

$$\begin{aligned}
f_1 &= x\cosh x - \sinh x, \\
f_2 &= (3+x^2)\sinh x - 3x\cosh x, \\
f_3 &= (15+4x^2)\sinh x - (15x-x^3)\cosh x, \\
f_4 &= 45x\cosh x - (45+15x^2-x^4)\sinh x.
\end{aligned}$$

All four vanish at $x = 0$. Differentiation gives

$$f_1' = x\sinh x,\qquad f_2' = x f_1,\qquad f_3' = 7x f_1 + x^3\sinh x,\qquad f_4' = x f_3.$$

The first derivative is positive for $x > 0$, so $f_1 > 0$ there. This makes $f_2'$ and $f_3'$ positive, hence $f_2 > 0$ and $f_3 > 0$, and the last relation then gives $f_4 > 0$. The bounds follow from

$$\coth x - \frac1x = \frac{f_1}{x\sinh x}, \qquad \frac1x + \frac x3 - \coth x = \frac{f_2}{3x\sinh x},$$

$$\coth x - \left(\frac1x + \frac x3 - \frac{x^3}{45}\right) = \frac{f_4}{45x\sinh x}.$$

The names `f1` to `f4` in the proof are the positivity statements for these functions. In each, the derivative is assembled from the product rule and `ring` confirms that it has the form listed above. The first bound is then obtained by cross-multiplication, and the other two from the quotient identities.

```lean
/-- For `x > 0`, `coth x` lies above `1/x` and above `1/x + x/3 - x³/45`, and below
`1/x + x/3`. -/
theorem coth_bounds {x : ℝ} (hx : 0 < x) :
    1 / x < Real.cosh x / Real.sinh x ∧
    Real.cosh x / Real.sinh x < 1 / x + x / 3 ∧
    1 / x + x / 3 - x ^ 3 / 45 < Real.cosh x / Real.sinh x := by
  have f1 : ∀ y : ℝ, 0 < y → 0 < y * Real.cosh y - Real.sinh y := fun y hy =>
    pos_of_deriv_pos (f := fun y => y * Real.cosh y - Real.sinh y)
      (f' := fun y => y * Real.sinh y)
      (fun z => (((hasDerivAt_id' z).fun_mul (Real.hasDerivAt_cosh z)).fun_sub
        (Real.hasDerivAt_sinh z)).congr_deriv (by ring))
      (by simp) (fun z hz => mul_pos hz (Real.sinh_pos_iff.2 hz)) hy
  have f2 : 0 < (3 + x ^ 2) * Real.sinh x - 3 * (x * Real.cosh x) :=
    pos_of_deriv_pos (f := fun y => (3 + y ^ 2) * Real.sinh y - 3 * (y * Real.cosh y))
      (f' := fun y => y * (y * Real.cosh y - Real.sinh y))
      (fun z => by
        have p : HasDerivAt (fun y : ℝ => 3 + y ^ 2) (2 * z) z :=
          ((hasDerivAt_pow 2 z).const_add 3).congr_deriv (by norm_num)
        exact ((p.fun_mul (Real.hasDerivAt_sinh z)).fun_sub
          (((hasDerivAt_id' z).fun_mul (Real.hasDerivAt_cosh z)).const_mul 3)).congr_deriv
          (by ring))
      (by simp) (fun z hz => mul_pos hz (f1 z hz)) hx
  have f3 : ∀ y : ℝ, 0 < y →
      0 < (15 + 4 * y ^ 2) * Real.sinh y - (15 * y - y ^ 3) * Real.cosh y := fun y hy =>
    pos_of_deriv_pos
      (f := fun y => (15 + 4 * y ^ 2) * Real.sinh y - (15 * y - y ^ 3) * Real.cosh y)
      (f' := fun y => 7 * y * (y * Real.cosh y - Real.sinh y) + y ^ 3 * Real.sinh y)
      (fun z => by
        have p : HasDerivAt (fun y : ℝ => 15 + 4 * y ^ 2) (8 * z) z :=
          (((hasDerivAt_pow 2 z).const_mul 4).const_add 15).congr_deriv
            (by norm_num; ring)
        have q : HasDerivAt (fun y : ℝ => 15 * y - y ^ 3) (15 - 3 * z ^ 2) z :=
          (((hasDerivAt_id' z).const_mul 15).fun_sub (hasDerivAt_pow 3 z)).congr_deriv
            (by norm_num)
        exact ((p.fun_mul (Real.hasDerivAt_sinh z)).fun_sub
          (q.fun_mul (Real.hasDerivAt_cosh z))).congr_deriv (by ring))
      (by simp)
      (fun z hz => add_pos (mul_pos (by positivity) (f1 z hz))
        (mul_pos (by positivity) (Real.sinh_pos_iff.2 hz))) hy
  have f4 : 0 < 45 * (x * Real.cosh x) - (45 + 15 * x ^ 2 - x ^ 4) * Real.sinh x :=
    pos_of_deriv_pos
      (f := fun y => 45 * (y * Real.cosh y) - (45 + 15 * y ^ 2 - y ^ 4) * Real.sinh y)
      (f' := fun y => y * ((15 + 4 * y ^ 2) * Real.sinh y - (15 * y - y ^ 3) * Real.cosh y))
      (fun z => by
        have p : HasDerivAt (fun y : ℝ => 45 + 15 * y ^ 2 - y ^ 4) (30 * z - 4 * z ^ 3) z :=
          ((((hasDerivAt_pow 2 z).const_mul 15).const_add 45).fun_sub
            (hasDerivAt_pow 4 z)).congr_deriv (by norm_num; ring)
        exact ((((hasDerivAt_id' z).fun_mul (Real.hasDerivAt_cosh z)).const_mul 45).fun_sub
          (p.fun_mul (Real.hasDerivAt_sinh z))).congr_deriv (by ring))
      (by simp) (fun z hz => mul_pos hz (f3 z hz)) hx
  have hS : 0 < Real.sinh x := Real.sinh_pos_iff.2 hx
  have hS' := hS.ne'
  refine ⟨?_, ?_, ?_⟩
  · rw [div_lt_div_iff₀ hx hS]
    linarith [f1 x hx]
  · have e : 1 / x + x / 3 - Real.cosh x / Real.sinh x =
        ((3 + x ^ 2) * Real.sinh x - 3 * (x * Real.cosh x)) / (3 * x * Real.sinh x) := by
      field_simp
    have := div_pos f2 (show 0 < 3 * x * Real.sinh x by positivity)
    linarith
  · have e : Real.cosh x / Real.sinh x - (1 / x + x / 3 - x ^ 3 / 45) =
        (45 * (x * Real.cosh x) - (45 + 15 * x ^ 2 - x ^ 4) * Real.sinh x) /
          (45 * x * Real.sinh x) := by
      field_simp
      ring
    have := div_pos f4 (show 0 < 45 * x * Real.sinh x by positivity)
    linarith
```

## The classical variance and its quantum correction

Put $x = w/(2T)$ and divide by $2w$. The terms of the series become

$$\frac{1}{2w}\,\frac1x = \frac{T}{w^2}, \qquad \frac{1}{2w}\,\frac x3 = \frac{1}{12T}, \qquad \frac{1}{2w}\,\frac{x^3}{45} = \frac{w^2}{720T^3}.$$

The first two bounds on $\coth x$ are therefore the two-sided bound on $s$. It holds for every positive temperature and frequency, with no high-temperature assumption. The upper bound is informative mainly when $T$ is not small compared with $w$: as $T \to 0$ the variance tends to its zero-point value $1/(2w)$, while $1/(12T)$ grows without limit.

In the code, `e1` and `e2` are the conversions of the terms, and dividing by the positive number $2w$ preserves the inequalities.

```lean
/-- The thermal displacement variance exceeds the classical value `T/w²` by less than
`1/(12T)`. -/
theorem thermalVariance_bounds {w T : ℝ} (hw : 0 < w) (hT : 0 < T) :
    T / w ^ 2 < thermalVariance w T ∧
    thermalVariance w T < T / w ^ 2 + 1 / (12 * T) := by
  obtain ⟨h1, h2, -⟩ := coth_bounds (show 0 < w / (2 * T) by positivity)
  have h2w : 0 < 2 * w := by positivity
  have e1 : T / w ^ 2 = 1 / (w / (2 * T)) / (2 * w) := by field_simp
  have e2 : T / w ^ 2 + 1 / (12 * T) =
      (1 / (w / (2 * T)) + w / (2 * T) / 3) / (2 * w) := by
    field_simp
    ring
  rw [thermalVariance_eq_coth hw hT]
  exact ⟨e1.trans_lt (div_lt_div_of_pos_right h1 h2w),
    (div_lt_div_of_pos_right h2 h2w).trans_eq e2.symm⟩
```

The third bound on $\coth x$ gives, by the same substitution, a second lower estimate, which is sharper than $T/w^2$ when $w^2 < 60T^2$:

$$s > \frac{T}{w^2} + \frac{1}{12T} - \frac{w^2}{720T^3}.$$

Together with the upper bound, it confines $s$ to an interval of width $w^2/(720T^3)$.

```lean
/-- The thermal displacement variance exceeds `T/w² + 1/(12T) - w²/(720T³)`. -/
theorem thermalVariance_refined_lower {w T : ℝ} (hw : 0 < w) (hT : 0 < T) :
    T / w ^ 2 + 1 / (12 * T) - w ^ 2 / (720 * T ^ 3) < thermalVariance w T := by
  obtain ⟨-, -, h3⟩ := coth_bounds (show 0 < w / (2 * T) by positivity)
  have e : T / w ^ 2 + 1 / (12 * T) - w ^ 2 / (720 * T ^ 3) =
      (1 / (w / (2 * T)) + w / (2 * T) / 3 - (w / (2 * T)) ^ 3 / 45) / (2 * w) := by
    field_simp
    ring
  rw [thermalVariance_eq_coth hw hT]
  exact e.trans_lt (div_lt_div_of_pos_right h3 (by positivity))
```

## The constant 1/12 is the smallest possible

Fix a mode $w > 0$ and suppose that some constant $C$ satisfies $s \le T/w^2 + C/T$ at every $T > 0$. Then $C \ge 1/12$.

Assume instead that $C = 1/12 - d$ with $d > 0$, and choose the temperature $T = w/\sqrt d$, so that $w^2 = dT^2$. The last term of the refined estimate becomes $d/(720T)$, and the two bounds on $s$ give

$$\frac{T}{w^2} + \frac{1}{12T} - \frac{d}{720T} < s \le \frac{T}{w^2} + \frac{1}{12T} - \frac dT.$$

This forces $d/T < d/(720T)$, which is impossible for positive $d/T$. The proof makes the same choice of temperature, and `linarith` finds the contradiction.

The hypothesis `h` ranges over all positive temperatures. Over a restricted temperature range a smaller constant may suffice.

```lean
/-- If the variance of a mode is at most `T/w² + C/T` at every temperature, then
`C ≥ 1/12`. -/
theorem quantum_correction_optimal {w C : ℝ} (hw : 0 < w)
    (h : ∀ T, 0 < T → thermalVariance w T ≤ T / w ^ 2 + C / T) : 1 / 12 ≤ C := by
  by_contra hC
  obtain ⟨d, hd, rfl⟩ : ∃ d, 0 < d ∧ C = 1 / 12 - d :=
    ⟨1 / 12 - C, by linarith [not_le.1 hC], by ring⟩
  -- test the bound at the temperature with `w² = d T²`
  obtain ⟨T, hT, hwT⟩ : ∃ T, 0 < T ∧ w ^ 2 = d * T ^ 2 := by
    refine ⟨w / √d, div_pos hw (Real.sqrt_pos.2 hd), ?_⟩
    rw [div_pow, Real.sq_sqrt hd.le]
    field_simp
  have h1 := thermalVariance_refined_lower hw hT
  have h2 := h T hT
  have e1 : w ^ 2 / (720 * T ^ 3) = d / T / 720 := by
    rw [hwT]
    field_simp
  have e2 : (1 / 12 - d) / T = 1 / (12 * T) - d / T := by
    field_simp
  have h3 : 0 < d / T := div_pos hd hT
  linarith
```

## The error of a classical displacement amplitude

A displaced geometry uses the amplitude $\sigma = \sqrt s$, whose classical counterpart is $c = \sqrt T/w$. The lower bound on the variance gives $\sigma > c$, so the classical amplitude is always too small. For the size of the error, write

$$\sigma^2 - c^2 = 2c(\sigma - c) + (\sigma - c)^2 \ge 2c(\sigma - c).$$

The left side is less than $1/(12T)$, and therefore

$$0 < \sigma - c < \frac{1}{12T}\,\frac{w}{2\sqrt T} = \frac{w}{24\,T\sqrt T}.$$

Relative to $c$ the error is below $w^2/(24T^2)$. At $T = w$, for instance, the classical amplitude falls short by less than $1/24$ of its own value.

In a special displacement calculation with independent harmonic modes of known positive frequency, the formula with the hyperbolic cotangent gives the quantum amplitudes directly. The estimate bounds, mode by mode, the error that classical amplitudes would make. It concerns the amplitudes alone: the resulting error in a band gap or a spectrum also depends on how strongly the electrons respond to each mode, and anharmonicity is absent from the model.

In the proof, `hlt` is the inequality $c < \sigma$, and `e` rewrites the claimed bound as $1/(12T)$ divided by $2c$. The square $(\sigma - c)^2 \ge 0$ is then passed to `nlinarith`, which completes the estimate.

```lean
/-- The root-mean-square thermal displacement exceeds the classical amplitude `√T/w` by
less than `w/(24 T √T)`. -/
theorem classical_amplitude_error {w T : ℝ} (hw : 0 < w) (hT : 0 < T) :
    0 < √(thermalVariance w T) - √T / w ∧
    √(thermalVariance w T) - √T / w < w / (24 * (T * √T)) := by
  obtain ⟨h1, h2⟩ := thermalVariance_bounds hw hT
  have hr : 0 < √T := Real.sqrt_pos.2 hT
  have hc : 0 < √T / w := div_pos hr hw
  have hc2 : (√T / w) ^ 2 = T / w ^ 2 := by rw [div_pow, Real.sq_sqrt hT.le]
  have hs : 0 < thermalVariance w T := lt_trans (by positivity) h1
  have hs2 := Real.sq_sqrt hs.le
  have hlt : √T / w < √(thermalVariance w T) := (Real.lt_sqrt hc.le).2 (hc2.trans_lt h1)
  refine ⟨sub_pos.2 hlt, ?_⟩
  have e : w / (24 * (T * √T)) = 1 / (12 * T) / (2 * (√T / w)) := by
    simp only [div_eq_mul_inv, mul_inv, inv_inv]
    ring
  -- the difference of squares controls the difference of amplitudes
  rw [e, lt_div_iff₀ (by positivity)]
  nlinarith [sq_nonneg (√(thermalVariance w T) - √T / w)]

end

end ThermalDisplacement
```

```lean
#print axioms ThermalDisplacement.thermalVariance_bounds
-- 'ThermalDisplacement.thermalVariance_bounds' depends on axioms: [propext, Classical.choice, Quot.sound]
#print axioms ThermalDisplacement.quantum_correction_optimal
-- 'ThermalDisplacement.quantum_correction_optimal' depends on axioms: [propext, Classical.choice, Quot.sound]
#print axioms ThermalDisplacement.classical_amplitude_error
-- 'ThermalDisplacement.classical_amplitude_error' depends on axioms: [propext, Classical.choice, Quot.sound]
```
